# Screening absent at q = 0 but present at another wavenumber raises the interaction at some site of a ring

## The fault in a uniformly reduced interaction

Suppose the screened electron–hole interaction of a ring-shaped exciton model is made by dividing the bare interaction by the same constant e > 1 at every distance. Its sum over the ring, which is its q = 0 component, is then also divided by e. If a uniform potential does not polarise the ring, that component should have stayed as it was. Take a ring of at least two sites and a bare interaction with positive Fourier components. If the q = 0 component is restored while the others stay divided by e, the screened interaction exceeds the bare one at some distance. This excess is called antiscreening.

## Bare and screened interactions on N sites

Let the sites be n = 0, …, N − 1 and the wavenumbers q = 0, …, N − 1. Let v(q) be the bare interaction at wavenumber q and eps(q) the static dielectric function. In site space the bare interaction u and the screened interaction w are

u(n) = (1/N) ∑_q v(q) cos(2πqn/N)
w(n) = (1/N) ∑_q [v(q)/eps(q)] cos(2πqn/N)

The screening correction is their difference, d(n) = w(n) − u(n). With g(q) = v(q)(1/eps(q) − 1) it reads

d(n) = (1/N) ∑_q g(q) cos(2πqn/N)

The assumptions are v(q) > 0 and eps(q) ≥ 1 for all q, eps(0) = 1, and eps(q) > 1 for at least one q. The condition eps(0) = 1 stands for a fixed number of electrons: a uniform potential shifts all energies equally and induces no charge.

In the Bethe–Salpeter equation the direct electron–hole attraction is −w. Within this finite-ring model with a static dielectric function diagonal in q, a site with d(n) > 0 is therefore a separation at which screening makes the direct term more attractive, or less repulsive.

## Signs and sum of the correction

**Sum of a standing wave.** For q = 0 every cosine is 1 and the sum over n is N. For q ≠ 0 set x = 2πq/N. The identity

2 sin(x/2) cos(nx) = sin((n + 1/2)x) − sin((n − 1/2)x)

telescopes when summed over n = 0, …, N − 1:

2 sin(x/2) ∑_n cos(nx) = sin((N − 1/2)x) + sin(x/2)

Since Nx = 2πq, the first sine on the right is sin(2πq − x/2) = −sin(x/2), and the right side vanishes. Since 0 < x/2 < π, the factor sin(x/2) is positive, so the sum of cosines is zero.

**Sum rule.** Exchanging the sums over n and q leaves only q = 0:

∑_n d(n) = (1/N) g(0) N = v(0)(1/eps(0) − 1)

This is zero when eps(0) = 1.

**On-site value.** Every g(q) is nonpositive, and g(q) is negative where eps(q) > 1. At n = 0 all cosines are 1, so

d(0) = (1/N) ∑_q g(q) < 0

At any other site the cosines lie between −1 and 1, hence g(q) ≤ g(q) cos(2πqn/N) ≤ −g(q). Averaging over q gives d(0) ≤ d(n) ≤ −d(0), that is, |d(n)| ≤ −d(0).

**A positive site.** The wavenumber with eps(q) > 1 is not 0, so N ≥ 2. By the sum rule the other N − 1 sites carry the total −d(0), and their average is −d(0)/(N − 1). At least one of them reaches the average:

d(n) ≥ −d(0)/(N − 1) > 0 for some n ≠ 0

## A contact interaction with two dielectric functions

Take v(q) = V > 0 for all q, which is a bare interaction confined to n = 0, and put K = V(1/e − 1) < 0 with e > 1.

If eps(0) = 1 and eps(q) = e otherwise, then g(q) = K except for g(0) = 0. The cosine is symmetric in q and n, so its sum over q is N at n = 0 and zero elsewhere. Hence

d(0) = K(N − 1)/N
d(n) = −K/N = −d(0)/(N − 1) for n ≠ 0

Every other site sits exactly at the lower bound, which therefore cannot be improved in terms of N and d(0) alone.

If instead eps(q) = e at all q, zero included, then d(0) = K and d(n) = 0 elsewhere. The correction is negative on site and there is no antiscreening, so the other assumptions do not suffice without eps(0) = 1. The example does not mean that eps(0) > 1 excludes antiscreening for every interaction.

## What the Lean statements say

Sites and wavenumbers both have type `Fin N`, with `NeZero N` excluding the empty ring. The functions `v` and `eps` are arbitrary real functions on `Fin N`, `ringWave q n` is the cosine, and `screeningCorrection v eps n` is d(n), including the factor 1/N.

The main theorem, `antiscreening`, takes the four assumptions as `hv`, `heps`, `h0` and `hex`. It concludes that d(0) < 0, that the sum of d over the ring is zero, and that some n ≠ 0 has d(n) > 0. It does not say which site that is. The quantitative bound is `exists_large_correction`, which needs only N > 1 and eps(0) = 1; without the sign conditions, however, its lower bound need not be positive.

The dielectric function is given, not computed from a response function, and local-field effects are absent because it is diagonal in q. The symmetry v(q) = v(N − q), and likewise for eps, is not required; without it, the cosine sum is only the real part of the full Fourier sum. Exciton energies do not enter. The sum rule `sum_screeningCorrection` has no hypotheses, but it has its physical meaning only where eps does not vanish, since Lean sets 1/0 = 0.

## The complete file

```lean
import Mathlib

open Finset Real

namespace RingAntiscreening

noncomputable section

variable {N : ℕ} [NeZero N]

/-- The standing wave `cos (2 π q n / N)` of wavenumber `q` at site `n` of a ring of `N` sites. -/
def ringWave (q n : Fin N) : ℝ :=
  cos (2 * π * ((q : ℕ) : ℝ) * ((n : ℕ) : ℝ) / (N : ℝ))

/-- The screening correction `d(n)`, screened minus bare interaction at distance `n` on the ring,
for a bare interaction `v(q)` and a nowhere vanishing dielectric function `eps(q)`. -/
def screeningCorrection (v eps : Fin N → ℝ) (n : Fin N) : ℝ :=
  1 / (N : ℝ) * ∑ q, v q * (1 / eps q - 1) * ringWave q n

/-- Telescoped form of a sum of equally spaced cosines. -/
theorem two_sin_mul_sum_cos (x : ℝ) (M : ℕ) :
    2 * sin (x / 2) * ∑ n ∈ range M, cos ((n : ℝ) * x)
      = sin (((M : ℝ) - 1 / 2) * x) + sin (x / 2) := by
  induction M with
  | zero =>
    have h : (((0 : ℕ) : ℝ) - 1 / 2) * x = -(x / 2) := by push_cast; ring
    rw [h, sin_neg]
    simp
  | succ M ih =>
    have h1 : (((M + 1 : ℕ) : ℝ) - 1 / 2) * x = (M : ℝ) * x + x / 2 := by push_cast; ring
    have h2 : ((M : ℝ) - 1 / 2) * x = (M : ℝ) * x - x / 2 := by ring
    rw [h2, sin_sub] at ih
    rw [sum_range_succ, mul_add, ih, h1, sin_add]
    ring

/-- Summed over the ring, a standing wave gives `N` at zero wavenumber and zero otherwise. -/
theorem sum_ringWave (q : Fin N) :
    ∑ n, ringWave q n = if q = 0 then (N : ℝ) else 0 := by
  split_ifs with h
  · subst h
    simp [ringWave]
  · have hq : 0 < (q : ℕ) := Nat.pos_of_ne_zero fun h' => h (Fin.ext (by simpa using h'))
    have hN : 0 < N := lt_trans hq q.isLt
    have hN' : (0 : ℝ) < (N : ℝ) := by exact_mod_cast hN
    have hlt : ((q : ℕ) : ℝ) < (N : ℝ) := by exact_mod_cast q.isLt
    obtain ⟨x, hx⟩ : ∃ x : ℝ, x = 2 * π * ((q : ℕ) : ℝ) / (N : ℝ) := ⟨_, rfl⟩
    -- the half-angle sine does not vanish
    have hsin : 0 < sin (x / 2) := by
      have e : x / 2 = π * (((q : ℕ) : ℝ) / (N : ℝ)) := by rw [hx]; ring
      rw [e]
      apply sin_pos_of_pos_of_lt_pi
      · positivity
      · exact mul_lt_of_lt_one_right pi_pos ((div_lt_one hN').2 hlt)
    -- the wave closes on itself after one turn around the ring
    have hend : sin (((N : ℝ) - 1 / 2) * x) = -sin (x / 2) := by
      have e1 : (N : ℝ) * x = 2 * π * ((q : ℕ) : ℝ) := by rw [hx]; field_simp
      have e2 : ((N : ℝ) - 1 / 2) * x = ((q : ℕ) : ℝ) * (2 * π) - x / 2 := by
        linear_combination e1
      rw [e2, sin_nat_mul_two_pi_sub]
    have hsum : ∑ n, ringWave q n = ∑ n ∈ range N, cos ((n : ℝ) * x) := by
      rw [← Fin.sum_univ_eq_sum_range (fun k => cos ((k : ℝ) * x)) N]
      refine sum_congr rfl fun n _ => ?_
      simp only [ringWave, hx]
      congr 1
      ring
    have hz : 2 * sin (x / 2) * ∑ n ∈ range N, cos ((n : ℝ) * x) = 0 := by
      rw [two_sin_mul_sum_cos, hend]
      ring
    rw [hsum]
    exact (mul_eq_zero.1 hz).resolve_left (mul_pos two_pos hsin).ne'

/-- Sum rule: the screening correction summed over the ring is its zero-wavenumber component. -/
theorem sum_screeningCorrection (v eps : Fin N → ℝ) :
    ∑ n, screeningCorrection v eps n = v 0 * (1 / eps 0 - 1) := by
  have hN : (N : ℝ) ≠ 0 := Nat.cast_ne_zero.2 (NeZero.ne N)
  have h : ∑ n, ∑ q, v q * (1 / eps q - 1) * ringWave q n
      = v 0 * (1 / eps 0 - 1) * (N : ℝ) := by
    rw [sum_comm]
    simp only [← mul_sum, sum_ringWave, mul_ite, mul_zero, sum_ite_eq', mem_univ, if_true]
  simp only [screeningCorrection]
  rw [← mul_sum, h, mul_comm, mul_assoc, mul_one_div_cancel hN, mul_one]

/-- With `v > 0` and `eps ≥ 1`, the correction at any site is at most as large in magnitude
as the on-site reduction `-d(0)`. -/
theorem abs_screeningCorrection_le {v eps : Fin N → ℝ} (hv : ∀ q, 0 < v q)
    (heps : ∀ q, 1 ≤ eps q) (n : Fin N) :
    |screeningCorrection v eps n| ≤ -screeningCorrection v eps 0 := by
  have hw : ∀ q, v q * (1 / eps q - 1) ≤ 0 := fun q =>
    mul_nonpos_of_nonneg_of_nonpos (hv q).le
      (sub_nonpos.2 ((div_le_one (by linarith [heps q])).2 (heps q)))
  have h0 : ∀ q : Fin N, ringWave q 0 = 1 := fun q => by simp [ringWave]
  have h1 : ∑ q, v q * (1 / eps q - 1) * ringWave q 0
      ≤ ∑ q, v q * (1 / eps q - 1) * ringWave q n := by
    refine sum_le_sum fun q _ => ?_
    rw [h0]
    exact mul_le_mul_of_nonpos_left (cos_le_one _) (hw q)
  have h2 : ∑ q, v q * (1 / eps q - 1) * ringWave q n
      ≤ -∑ q, v q * (1 / eps q - 1) * ringWave q 0 := by
    rw [← sum_neg_distrib]
    refine sum_le_sum fun q _ => ?_
    have hc : -1 ≤ ringWave q n := neg_one_le_cos _
    have := mul_le_mul_of_nonpos_left hc (hw q)
    rw [h0]
    linarith
  have hN : (0 : ℝ) ≤ 1 / (N : ℝ) := by positivity
  have h3 := mul_le_mul_of_nonneg_left h1 hN
  have h4 := mul_le_mul_of_nonneg_left h2 hN
  rw [abs_le]
  unfold screeningCorrection
  constructor <;> linarith

/-- With `v > 0`, `eps ≥ 1` and `eps > 1` at some wavenumber, the on-site correction is negative. -/
theorem screeningCorrection_zero_neg {v eps : Fin N → ℝ} (hv : ∀ q, 0 < v q)
    (heps : ∀ q, 1 ≤ eps q) (hex : ∃ q, 1 < eps q) :
    screeningCorrection v eps 0 < 0 := by
  have hN : (0 : ℝ) < 1 / (N : ℝ) :=
    one_div_pos.2 (Nat.cast_pos.2 (Nat.pos_of_ne_zero (NeZero.ne N)))
  have h0 : ∀ q : Fin N, ringWave q 0 = 1 := fun q => by simp [ringWave]
  obtain ⟨p, hp⟩ := hex
  refine mul_neg_of_pos_of_neg hN ?_
  calc ∑ q, v q * (1 / eps q - 1) * ringWave q 0 < ∑ _q : Fin N, (0 : ℝ) := by
        refine sum_lt_sum (fun q _ => ?_) ⟨p, mem_univ p, ?_⟩
        · rw [h0, mul_one]
          exact mul_nonpos_of_nonneg_of_nonpos (hv q).le
            (sub_nonpos.2 ((div_le_one (by linarith [heps q])).2 (heps q)))
        · rw [h0, mul_one]
          exact mul_neg_of_pos_of_neg (hv p)
            (sub_neg.2 ((div_lt_one (by linarith)).2 hp))
    _ = 0 := by simp

/-- If `eps(0) = 1` on a ring of at least two sites, some site other than the origin has a
correction of at least `-d(0) / (N - 1)`. -/
theorem exists_large_correction (v : Fin N → ℝ) {eps : Fin N → ℝ} (hN : 1 < N)
    (h0 : eps 0 = 1) :
    ∃ n, n ≠ 0 ∧ -screeningCorrection v eps 0 / ((N : ℝ) - 1) ≤ screeningCorrection v eps n := by
  have hN1 : (N : ℝ) - 1 ≠ 0 := (sub_pos.2 (by exact_mod_cast hN)).ne'
  have hs := sum_screeningCorrection v eps
  rw [h0] at hs
  have he := add_sum_erase univ (screeningCorrection v eps) (mem_univ 0)
  have hc : ((N : ℝ) - 1) * (-screeningCorrection v eps 0 / ((N : ℝ) - 1))
      = -screeningCorrection v eps 0 := by field_simp
  have hne : (univ.erase (0 : Fin N)).Nonempty := ⟨⟨1, hN⟩, by simp [Fin.ext_iff]⟩
  -- compare the correction with its average over the other sites
  obtain ⟨n, hn, hle⟩ := exists_le_of_sum_le
    (f := fun _ => -screeningCorrection v eps 0 / ((N : ℝ) - 1))
    (g := screeningCorrection v eps) hne (by
      rw [sum_const, card_erase_of_mem (mem_univ _), card_univ, Fintype.card_fin,
        nsmul_eq_mul, Nat.cast_sub hN.le, Nat.cast_one, hc]
      linarith)
  exact ⟨n, ne_of_mem_erase hn, hle⟩

/-- Antiscreening on a ring: if `v > 0`, `eps ≥ 1`, `eps(0) = 1` and `eps > 1` somewhere, the
correction is negative on site, sums to zero, and is positive at some other site. -/
theorem antiscreening {v eps : Fin N → ℝ} (hv : ∀ q, 0 < v q) (heps : ∀ q, 1 ≤ eps q)
    (h0 : eps 0 = 1) (hex : ∃ q, 1 < eps q) :
    screeningCorrection v eps 0 < 0 ∧ ∑ n, screeningCorrection v eps n = 0 ∧
      ∃ n, n ≠ 0 ∧ 0 < screeningCorrection v eps n := by
  have hneg := screeningCorrection_zero_neg hv heps hex
  refine ⟨hneg, by rw [sum_screeningCorrection, h0]; ring, ?_⟩
  obtain ⟨q, hq⟩ := hex
  have hq0 : (q : ℕ) ≠ 0 := fun h => by
    have h' : q = 0 := Fin.ext (by simpa using h)
    rw [h', h0] at hq
    exact lt_irrefl _ hq
  have hN : 1 < N := by have := q.isLt; omega
  obtain ⟨n, hn, hle⟩ := exists_large_correction v hN h0
  have hN1 : (0 : ℝ) < (N : ℝ) - 1 := sub_pos.2 (by exact_mod_cast hN)
  exact ⟨n, hn, lt_of_lt_of_le (div_pos (neg_pos.2 hneg) hN1) hle⟩

/-- For constant `v = V > 0` and `eps = e > 1` at all nonzero wavenumbers, with `eps(0) = 1`,
every site other than the origin has the positive correction `-d(0) / (N - 1)`. -/
theorem flat_screening_sharp {V e : ℝ} (hV : 0 < V) (he : 1 < e) {n : Fin N} (hn : n ≠ 0) :
    0 < screeningCorrection (fun _ => V) (fun q => if q = 0 then 1 else e) n ∧
      screeningCorrection (fun _ => V) (fun q => if q = 0 then 1 else e) n =
        -screeningCorrection (N := N) (fun _ => V) (fun q => if q = 0 then 1 else e) 0
          / ((N : ℝ) - 1) := by
  have hn0 : (n : ℕ) ≠ 0 := fun h => hn (Fin.ext (by simpa using h))
  have hN : 1 < N := by have := n.isLt; omega
  have hN0 : (0 : ℝ) < (N : ℝ) := by exact_mod_cast (by omega : 0 < N)
  have hN1 : (N : ℝ) - 1 ≠ 0 := (sub_pos.2 (by exact_mod_cast hN)).ne'
  have hK : V * (1 / e - 1) < 0 :=
    mul_neg_of_pos_of_neg hV (sub_neg.2 ((div_lt_one (by linarith)).2 he))
  have hsym : ∀ q m : Fin N, ringWave q m = ringWave m q := fun q m => by
    unfold ringWave
    congr 1
    ring
  -- constant weight at all wavenumbers, minus the missing term at zero wavenumber
  have key : ∀ m : Fin N,
      screeningCorrection (fun _ => V) (fun q => if q = 0 then 1 else e) m
        = 1 / (N : ℝ) * (V * (1 / e - 1) * (if m = 0 then (N : ℝ) else 0)
          - V * (1 / e - 1)) := by
    intro m
    have hterm : ∀ q : Fin N, V * (1 / (if q = 0 then (1 : ℝ) else e) - 1) * ringWave q m
        = V * (1 / e - 1) * ringWave m q - (if q = 0 then V * (1 / e - 1) else 0) := by
      intro q
      rw [hsym q m]
      split_ifs with h
      · have h1 : ringWave m q = 1 := by rw [h]; simp [ringWave]
        rw [h1]
        ring
      · ring
    simp only [screeningCorrection, hterm, sum_sub_distrib, ← mul_sum, sum_ringWave,
      sum_ite_eq', mem_univ, if_true]
  rw [key n, key 0, if_neg hn, if_pos rfl]

  constructor
  · exact mul_pos (one_div_pos.2 hN0) (by linarith)
  · rw [eq_div_iff hN1]
    ring

/-- For constant `v = V > 0` and `eps = e > 1` at every wavenumber, zero included, the correction
is negative on site and vanishes at all other sites. -/
theorem no_antiscreening_of_uniform {V e : ℝ} (hV : 0 < V) (he : 1 < e) :
    screeningCorrection (N := N) (fun _ => V) (fun _ => e) 0 < 0 ∧
      ∀ n : Fin N, n ≠ 0 → screeningCorrection (fun _ => V) (fun _ => e) n = 0 := by
  refine ⟨screeningCorrection_zero_neg (fun _ => hV) (fun _ => he.le) ⟨0, he⟩, fun n hn => ?_⟩
  have hsym : ∀ q : Fin N, ringWave q n = ringWave n q := fun q => by
    unfold ringWave
    congr 1
    ring
  simp only [screeningCorrection, hsym, ← mul_sum, sum_ringWave, if_neg hn, mul_zero]

end

end RingAntiscreening
```

```lean
#print axioms RingAntiscreening.screeningCorrection_zero_neg
-- 'RingAntiscreening.screeningCorrection_zero_neg' depends on axioms: [propext, Classical.choice, Quot.sound]
#print axioms RingAntiscreening.antiscreening
-- 'RingAntiscreening.antiscreening' depends on axioms: [propext, Classical.choice, Quot.sound]
#print axioms RingAntiscreening.flat_screening_sharp
-- 'RingAntiscreening.flat_screening_sharp' depends on axioms: [propext, Classical.choice, Quot.sound]
#print axioms RingAntiscreening.no_antiscreening_of_uniform
-- 'RingAntiscreening.no_antiscreening_of_uniform' depends on axioms: [propext, Classical.choice, Quot.sound]
```

## How the proof follows the derivation

`two_sin_mul_sum_cos` proves the telescoped identity by induction on the number of terms. The successor step expands the sines with the addition formulas, and `ring` closes it.

`sum_ringWave` splits into q = 0 and q ≠ 0. In the second case `hsin` shows that sin(x/2) is positive, `hend` uses the periodicity of the sine after one turn, and `hsum` rewrites the sum over the ring as a sum over n = 0, …, N − 1. The product in `hz` is zero, so its second factor, the sum of cosines, must be zero.

`sum_screeningCorrection` exchanges the two sums with `sum_comm` and inserts the previous result, which leaves the q = 0 term.

`abs_screeningCorrection_le` first proves g(q) ≤ 0 as `hw`. The steps `h1` and `h2` then compare the sums term by term, using cos ≤ 1 and cos ≥ −1. For the strict sign on site, `screeningCorrection_zero_neg` uses `sum_lt_sum`: all terms are at most zero and the one at `p` is below zero.

`exists_large_correction` separates the origin from the other sites with `add_sum_erase`. The averaging argument is `exists_le_of_sum_le`, applied to the constant −d(0)/(N − 1) and to d itself. Their sums over the other sites are equal, so d is at least the constant at one of them.

`antiscreening` assembles these results. It also derives N > 1 from the assumptions: the wavenumber with eps(q) > 1 differs from 0, so the ring has at least two sites.

In `flat_screening_sharp`, `hsym` is the symmetry of the cosine in q and n. The step `key` writes the correction as that of a constant weight K minus the missing q = 0 term, and evaluating it at `n` and at 0 gives the two values found above. `no_antiscreening_of_uniform` takes the on-site sign from `screeningCorrection_zero_neg` and obtains the zeros at the other sites from the same symmetry and `sum_ringWave`.
